# Stratmann–Scuseria–Frisch weights equal 1 close to their own nucleus

Take finitely many distinct nuclei \(A_i\) and a point \(r\). Write \(r_i\) for the distance from \(r\) to \(A_i\), \(R_{ij}\) for the distance between \(A_i\) and \(A_j\), and let \(0<a<1\) be the cutoff parameter of the partition. If

\[
r_i\le \tfrac12(1-a)R_{ij}\qquad\text{for every } j\ne i,
\]

then the normalized weight of nucleus \(i\) at \(r\) is exactly 1, and all other weights vanish there. In density-functional codes that integrate on atom-centred grids with this partition, a grid point of atom \(i\) that passes the test keeps its atomic quadrature weight, and its cell functions need not be evaluated.

## Distinct nuclei

The partition compares distances through

\[
\mu_{ij}=\frac{r_i-r_j}{R_{ij}},\qquad \mu_{ji}=-\mu_{ij}.
\]

Distinctness means \(R_{ij}>0\) for \(i\ne j\). If two nuclei coincided, \(\mu_{ij}\) would be \(0/0\).

In the code the nuclei form an embedding `A : ι ↪ X`, an injective map from labels to positions, so distinctness is part of the type. The space `X` is any metric space, with ordinary three-dimensional space as the physical case, and `dist r (A i)` is \(r_i\).

In Lean 4 with Mathlib:

```lean
import Mathlib

namespace StratmannScuseriaFrisch

noncomputable section

variable {X ι : Type*} [MetricSpace X]

/-- The coordinate `(r_i - r_j) / R_ij` of the point `r` relative to two different
nuclei `i ≠ j`. -/
def mu (A : ι ↪ X) (r : X) (i j : ι) : ℝ :=
  (dist r (A i) - dist r (A j)) / dist (A i) (A j)

/-- Exchanging the two nuclei changes the sign of the coordinate. -/
theorem mu_swap (A : ι ↪ X) (r : X) (i j : ι) : mu A r j i = -mu A r i j := by
  unfold mu
  rw [dist_comm (A j) (A i)]
  ring
```

## The distance bound

The bound places \(r\) well on nucleus \(i\)'s side of every other nucleus. The triangle inequality \(R_{ij}\le r_i+r_j\) gives \(r_j\ge R_{ij}-r_i\), hence

\[
r_i-r_j\le 2r_i-R_{ij}\le(1-a)R_{ij}-R_{ij}=-aR_{ij}.
\]

Dividing by \(R_{ij}>0\) yields \(\mu_{ij}\le-a\), and antisymmetry yields \(\mu_{ji}\ge a\).

In the proof, `tri` is the triangle inequality, `hR` licenses the division, and `linarith` combines the inequalities.

```lean
/-- For two different nuclei `i` and `j`, if `r_i ≤ (1 - a) R_ij / 2`, then the coordinate relative
to `i` and `j` is at most `-a`. -/
theorem mu_le_neg {A : ι ↪ X} {r : X} {i j : ι} {a : ℝ} (hij : i ≠ j)
    (h : dist r (A i) ≤ (1 - a) * dist (A i) (A j) / 2) : mu A r i j ≤ -a := by
  have hR : 0 < dist (A i) (A j) := dist_pos.mpr (A.injective.ne hij)
  -- the triangle inequality bounds the distance to the other nucleus from below
  have tri := dist_triangle_left (A i) (A j) r
  unfold mu
  rw [div_le_iff₀ hR]
  linarith
```

Without the bound the weight may fall below 1, as the diatomic case at the end shows. The bound is sufficient but not necessary in general: for \(a<1\), a point on the bond axis behind nucleus \(i\) of a diatomic has \(\mu_{ij}=-1\) however far out it lies, so its weight is also 1.

## A profile with two flat ends

A profile \(s\) turns the coordinates into cell functions and weights:

\[
P_i=\prod_{j\ne i}s(\mu_{ij}),\qquad w_i=\frac{P_i}{\sum_k P_k}.
\]

```lean
variable [Fintype ι] [DecidableEq ι]

/-- The unnormalized cell function of nucleus `i`: the product of `s (mu_ij)` over all
other nuclei `j`. -/
def cell (s : ℝ → ℝ) (A : ι ↪ X) (r : X) (i : ι) : ℝ :=
  ∏ j ∈ Finset.univ.erase i, s (mu A r i j)

/-- The normalized weight of nucleus `i` at the point `r`: its cell function divided by the sum of
all cell functions. Where that sum is zero, Lean's division gives the value 0. -/
def weight (s : ℝ → ℝ) (A : ι ↪ X) (r : X) (i : ι) : ℝ :=
  cell s A r i / ∑ k, cell s A r k
```

Two conditions are imposed on \(s\). The first, `hone`, says that \(s(x)=1\) for \(x\le-a\): a nucleus that is clearly the nearer of a pair loses nothing to the other. Every factor of \(P_i\) is then 1, so \(P_i=1\). The second, `hzero`, says that \(s(x)=0\) for \(x\ge a\): a nucleus that is clearly the farther of a pair gets no share. For each \(k\ne i\), the product \(P_k\) contains the factor \(s(\mu_{ki})=0\), so \(P_k=0\). Therefore

\[
\sum_k P_k=P_i=1,\qquad w_i=1.
\]

The theorem `weight_eq_one` follows the same order. `Finset.prod_eq_one` gives `hi`, `Finset.prod_eq_zero` gives `hk`, and `Finset.sum_eq_single` reduces the normalizing sum to its one surviving term.

```lean
/-- Let `s` be 1 up to `-a` and 0 from `a` on. At a point with `r_i ≤ (1 - a) R_ij / 2`
for every other nucleus `j`, the normalized weight of nucleus `i` is exactly 1. -/
theorem weight_eq_one {s : ℝ → ℝ} {a : ℝ} (hone : ∀ x, x ≤ -a → s x = 1)
    (hzero : ∀ x, a ≤ x → s x = 0) {A : ι ↪ X} {r : X} {i : ι}
    (h : ∀ j, j ≠ i → dist r (A i) ≤ (1 - a) * dist (A i) (A j) / 2) :
    weight s A r i = 1 := by
  -- every factor of the cell function of `i` is 1
  have hi : cell s A r i = 1 := by
    unfold cell
    refine Finset.prod_eq_one fun j hj => ?_
    have hji : j ≠ i := Finset.ne_of_mem_erase hj
    exact hone _ (mu_le_neg hji.symm (h j hji))
  -- every other cell function contains a vanishing factor
  have hk : ∀ k, k ≠ i → cell s A r k = 0 := by
    intro k hki
    unfold cell
    refine Finset.prod_eq_zero
      (Finset.mem_erase.mpr ⟨hki.symm, Finset.mem_univ i⟩) (hzero _ ?_)
    have hm := mu_le_neg hki.symm (h k hki)
    rw [mu_swap]
    linarith
  have hsum : ∑ k, cell s A r k = cell s A r i :=
    Finset.sum_eq_single i (fun k _ hki => hk k hki)
      (fun hn => absurd (Finset.mem_univ i) hn)
  rw [weight, hsum, hi, div_one]
```

The two conditions do different work. Without `hone`, normalization would still give 1 as long as \(P_i\ne0\). Without `hzero`, another nucleus may keep a positive cell function, and the weight of \(i\) can then drop below 1. Neither smoothness nor monotonicity of \(s\) is assumed.

The range of \(a\) does not appear as a separate hypothesis. The two conditions already force \(a>0\), since otherwise \(s(a)\) would have to be both 1 and 0. The restriction \(a<1\) is what gives the region a positive radius: at \(a=1\), with another nucleus present, only the position of nucleus \(i\) itself satisfies the bound.

For a single nucleus the distance condition is empty. The product has no factors, so \(P_i=1\) and the weight is 1 everywhere.

## A positive cutoff for the polynomial step

The Stratmann–Scuseria–Frisch profile joins its flat ends by a polynomial in \(t=x/a\). Here \(a>0\) is an explicit hypothesis, `ha`; it sets the width of the transition and makes \(t\) meaningful. Expanding the right-hand side confirms

\[
\frac12\left(1-\frac{35t-35t^3+21t^5-5t^7}{16}\right)
=\frac{(1-t)^4\left[5(t+1)^3+5(t+1)^2+4(t+1)+2\right]}{32}.
\]

For \(-1<t<1\) both factors in the numerator are positive. The step is therefore positive everywhere below \(a\), besides having the two flat ends.

```lean
/-- The Stratmann-Scuseria-Frisch step, for `a > 0`: 1 up to `-a`, 0 from `a` on, and
a polynomial of degree seven in `x / a` in between. -/
def ssfStep (a x : ℝ) : ℝ :=
  if x ≤ -a then 1 else if a ≤ x then 0 else
    (1 - (35 * (x / a) - 35 * (x / a) ^ 3 + 21 * (x / a) ^ 5 - 5 * (x / a) ^ 7) / 16) / 2

/-- The polynomial part of the step has a fourfold zero at `t = 1`, split off here as an
explicit factor. -/
theorem step_factor (t : ℝ) :
    (1 - (35 * t - 35 * t ^ 3 + 21 * t ^ 5 - 5 * t ^ 7) / 16) / 2 =
      (1 - t) ^ 4 * (5 * (t + 1) ^ 3 + 5 * (t + 1) ^ 2 + 4 * (t + 1) + 2) / 32 := by
  ring

/-- For `a > 0` the Stratmann-Scuseria-Frisch step is 1 up to `-a`, 0 from `a` on, and
strictly positive below `a`. -/
theorem ssfStep_witness {a : ℝ} (ha : 0 < a) :
    (∀ x, x ≤ -a → ssfStep a x = 1) ∧ (∀ x, a ≤ x → ssfStep a x = 0) ∧
      ∀ x, x < a → 0 < ssfStep a x := by
  refine ⟨fun x hx => if_pos hx, fun x hx => ?_, fun x hx => ?_⟩
  · rw [ssfStep, if_neg (not_le.mpr (by linarith)), if_pos hx]
  · unfold ssfStep
    split_ifs with h1 h2
    · exact one_pos
    · exact absurd hx (not_lt_of_ge h2)
    · -- both factors of the polynomial are positive for `-1 < x / a < 1`
      have hlt : x / a < 1 := (div_lt_one ha).mpr hx
      have hgt : -1 < x / a := by
        rw [lt_div_iff₀ ha]
        linarith [not_le.mp h1]
      have hy : 0 < x / a + 1 := by linarith
      have hu : 0 < (1 - x / a) ^ 4 := pow_pos (by linarith) 4
      have h3 := pow_pos hy 3
      have h2' := pow_pos hy 2
      rw [step_factor]
      exact div_pos (mul_pos hu (by linarith)) (by norm_num)
```

In `ssfStep_witness`, `split_ifs` separates the branches of the definition, and `step_factor` settles the polynomial one.

## At least one nucleus

A partition should distribute each point completely, \(\sum_i w_i=1\), which requires a nonzero normalizing sum. Let \(i\) be a nucleus nearest to \(r\). Then \(\mu_{ij}\le0<a\) for every \(j\ne i\), so every factor of \(P_i\) is positive and \(P_i>0\). The other cell functions are nonnegative, so \(S=\sum_kP_k>0\) and \(\sum_iw_i=S/S=1\).

The assumption `[Nonempty ι]` supplies the nearest nucleus through `Finite.exists_min`. With no nuclei the sum of weights would be empty, hence 0.

```lean
/-- The cell functions built from the Stratmann-Scuseria-Frisch step are nonnegative. -/
theorem cell_nonneg {a : ℝ} (ha : 0 < a) (A : ι ↪ X) (r : X) (i : ι) :
    0 ≤ cell (ssfStep a) A r i := by
  obtain ⟨-, hzero, hpos⟩ := ssfStep_witness ha
  unfold cell
  refine Finset.prod_nonneg fun j _ => ?_
  rcases lt_or_ge (mu A r i j) a with h | h
  · exact (hpos _ h).le
  · exact (hzero _ h).ge

/-- With the Stratmann-Scuseria-Frisch step for `a > 0` and at least one nucleus, the weights of all
nuclei add up to 1 at every point of space. -/
theorem sum_weight_eq_one [Nonempty ι] {a : ℝ} (ha : 0 < a) (A : ι ↪ X) (r : X) :
    ∑ i, weight (ssfStep a) A r i = 1 := by
  -- the nucleus nearest to `r` has a positive cell function
  obtain ⟨i, hi⟩ := Finite.exists_min (fun i => dist r (A i))
  have hcell : 0 < cell (ssfStep a) A r i := by
    unfold cell
    refine Finset.prod_pos fun j _ => (ssfStep_witness ha).2.2 _ ?_
    have hm : mu A r i j ≤ 0 :=
      div_nonpos_of_nonpos_of_nonneg (sub_nonpos.mpr (hi j)) dist_nonneg
    linarith
  have hsum : 0 < ∑ k, cell (ssfStep a) A r k :=
    Finset.sum_pos' (fun k _ => cell_nonneg ha A r k) ⟨i, Finset.mem_univ i, hcell⟩
  simp only [weight]
  rw [← Finset.sum_div]
  exact div_self hsum.ne'
```

## A point between two nuclei

For two nuclei labelled 0 and 1, the hypothesis `hr` reads \(r_0+r_1=R_{01}\): the point lies on the segment between them. Then

\[
\mu_{10}=\frac{r_1-r_0}{R_{01}}=1-\frac{2r_0}{R_{01}}.
\]

If \(r_0>(1-a)R_{01}/2\), then \(\mu_{10}<a\), and since the Stratmann–Scuseria–Frisch step is positive below \(a\), \(P_1>0\). Since \(P_0\ge0\), the weight \(w_0=P_0/(P_0+P_1)\) is less than 1. Together with the main theorem this gives an equivalence: on the segment, \(w_0=1\) exactly when \(r_0\le(1-a)R_{01}/2\).

The proof assumes that the weight is 1 but the bound fails. It obtains `hc1`, the positivity of \(P_1\), and contradicts \(P_0=P_0+P_1\). The reverse direction applies `weight_eq_one`. Without `hr` the equivalence fails for \(a<1\), because of the points behind nucleus 0.

```lean
/-- For two nuclei, a point on the segment between them and the Stratmann-Scuseria-Frisch step with
`a > 0`, the weight of the first nucleus is 1 exactly when its distance from the point is at most
`(1 - a) / 2` times the bond length. -/
theorem weight_eq_one_iff_of_diatomic {a : ℝ} (ha : 0 < a) (A : Fin 2 ↪ X) (r : X)
    (hr : dist r (A 0) + dist r (A 1) = dist (A 0) (A 1)) :
    weight (ssfStep a) A r 0 = 1 ↔ dist r (A 0) ≤ (1 - a) * dist (A 0) (A 1) / 2 := by
  obtain ⟨hone, hzero, hpos⟩ := ssfStep_witness ha
  constructor
  · intro hw
    by_contra hn
    have hfar := not_le.mp hn
    have hR : 0 < dist (A 1) (A 0) := dist_pos.mpr (A.injective.ne (by decide))
    -- beyond the radius the second nucleus has a positive cell function
    have h10 : mu A r 1 0 < a := by
      unfold mu
      rw [div_lt_iff₀ hR, dist_comm (A 1) (A 0)]
      linarith
    have hm : ∀ j : Fin 2, j ≠ 1 → mu A r 1 j < a :=
      Fin.forall_fin_two.mpr ⟨fun _ => h10, fun h1 => absurd rfl h1⟩
    have hc1 : 0 < cell (ssfStep a) A r 1 := by
      unfold cell
      exact Finset.prod_pos fun j hj => hpos _ (hm j (Finset.ne_of_mem_erase hj))
    have hc0 := cell_nonneg ha A r 0
    rw [weight, Fin.sum_univ_two,
      div_eq_one_iff_eq (add_pos_of_nonneg_of_pos hc0 hc1).ne'] at hw
    linarith
  · intro h
    exact weight_eq_one hone hzero
      (Fin.forall_fin_two.mpr ⟨fun h0 => absurd rfl h0, fun _ => h⟩)

end

end StratmannScuseriaFrisch
```

```lean
#print axioms StratmannScuseriaFrisch.sum_weight_eq_one
-- 'StratmannScuseriaFrisch.sum_weight_eq_one' depends on axioms: [propext, Classical.choice, Quot.sound]
#print axioms StratmannScuseriaFrisch.weight_eq_one_iff_of_diatomic
-- 'StratmannScuseriaFrisch.weight_eq_one_iff_of_diatomic' depends on axioms: [propext, Classical.choice, Quot.sound]
```
